# No finite separable form equals the asymptotic vdW-DF kernel at all pairs of positive wave numbers

The vdW-DF kernel is represented here by its large-separation form, used as a formula for all positive wave numbers at one fixed separation r > 0. The full kernel, which differs from this form at small d or d', is not treated.

## The kernel and its interpolation

Two points at separation r carry local wave numbers q and q', set by the density and its gradient. With d = qr and d' = q'r, the kernel is

K(q,q') = −C / (d² d'² (d² + d'²)) = −(C/r⁶) S(q,q'),

S(q,q') = 1 / (q² q'² (q² + q'²)).

The constant C sets the strength of the attractive r⁻⁶ tail. Interpolation in q replaces K by

∑_ab c_ab p_a(q) p_b(q'),

which turns the double integral for the nonlocal correlation energy into convolutions. For the asymptotic kernel, the result says that a finite q mesh always leaves an error at some pair; it does not bound that error or its effect on the energy.

## More points than functions

`separable_never_exact` says: if distinct positive wave numbers q_i outnumber the functions p_a, and C ≠ 0 and r > 0, then K and the separable form differ at some pair (q_i, q_j), where i = j is allowed.

In Lean, `α` labels the functions and `ι` the points, both finite; `hcard` compares their numbers, and `hinj` makes the q_i distinct. The p_a are arbitrary real functions, without smoothness or nodal conditions. Since r is fixed, the coefficients `c` may be chosen afresh for each r.

Distinctness matters. Take one function p = 1 and two labels with q_1 = q_2 = 1. All four kernel values equal −C/(2r⁶), and the single coefficient c = −C/(2r⁶) matches them. More labels than functions is therefore not enough.

## Splitting off a square

Let x_i be distinct and positive, and let a label one of these points. Because

2x_a(x_i + x_j) + (x_i − x_a)(x_j − x_a) = (x_i + x_a)(x_j + x_a),

setting w_i = v_i (x_i − x_a)/(x_i + x_a) gives

∑_ij v_i v_j/(x_i + x_j) = 2x_a (∑_i v_i/(x_i + x_a))² + ∑_ij w_i w_j/(x_i + x_j).

Since w_a = 0, the last sum involves one point fewer. By induction from the empty set, the form is nonnegative. If it vanishes, both terms vanish: all w_i are zero, so v_i = 0 for i ≠ a, and the square reduces to v_a²/(2x_a) = 0.

Now put x_i = q_i² and u_i = v_i/q_i²:

∑_ij v_i v_j S(q_i,q_j) = ∑_ij u_i u_j/(x_i + x_j).

This is positive unless v = 0, so the matrix S(q_i,q_j) is positive definite.

## Weights that cancel every function

With fewer functions than points, the linear equations ∑_i p_a(q_i) v_i = 0 have a solution v ≠ 0. If the separable form matched K at all pairs, then for each i

∑_j K(q_i,q_j) v_j = ∑_ab c_ab p_a(q_i) ∑_j p_b(q_j) v_j = 0.

Dividing by −C/r⁶, multiplying by v_i and summing gives ∑_ij v_i v_j S(q_i,q_j) = 0, a contradiction.

## The Lean file

```lean
import Mathlib

open Finset

namespace VdWKernelInterpolation

noncomputable section

/-- The dependence of the asymptotic vdW-DF kernel on the two wave numbers,
`1 / (q² q'² (q² + q'²))`, for nonzero `q` and `q'`. -/
def kernelShape (q q' : ℝ) : ℝ := 1 / (q ^ 2 * q' ^ 2 * (q ^ 2 + q' ^ 2))

/-- The asymptotic vdW-DF kernel `-C / (d² d'² (d² + d'²))` with `d = q r` and `d' = q' r`,
for nonzero `q`, `q'` and `r`. -/
def asymptoticKernel (C r q q' : ℝ) : ℝ :=
  -C / ((q * r) ^ 2 * (q' * r) ^ 2 * ((q * r) ^ 2 + (q' * r) ^ 2))

/-- A separable form `∑ c_ab p_a(q) p_b(q')` built from finitely many functions `p_a`. -/
def separable {α : Type*} [Fintype α] (c : α → α → ℝ) (p : α → ℝ → ℝ) (q q' : ℝ) : ℝ :=
  ∑ a, ∑ b, c a b * p a q * p b q'

/-- The asymptotic kernel is `-C / r⁶` times a function of the two wave numbers. -/
theorem asymptoticKernel_eq (C r q q' : ℝ) :
    asymptoticKernel C r q q' = -C / r ^ 6 * kernelShape q q' := by
  unfold asymptoticKernel kernelShape
  rw [div_mul_div_comm, mul_one]
  congr 1
  ring

/-- The asymptotic kernel is symmetric in the two wave numbers. -/
theorem asymptoticKernel_symm (C r q q' : ℝ) :
    asymptoticKernel C r q q' = asymptoticKernel C r q' q := by
  unfold asymptoticKernel
  congr 1
  ring

/-- For distinct positive `x_i`, the quadratic form of `1 / (x_i + x_j)` is nonnegative and
vanishes only when all weights vanish. -/
theorem cauchy_form {ι : Type*} [DecidableEq ι] (x : ι → ℝ) (s : Finset ι) :
    (∀ i ∈ s, 0 < x i) → Set.InjOn x (s : Set ι) → ∀ v : ι → ℝ,
      0 ≤ ∑ i ∈ s, ∑ j ∈ s, v i * v j / (x i + x j) ∧
      (∑ i ∈ s, ∑ j ∈ s, v i * v j / (x i + x j) = 0 → ∀ i ∈ s, v i = 0) := by
  induction s using Finset.induction_on with
  | empty => intro _ _ v; simp
  | insert a s has ih =>
    intro hx hinj v
    have ha := hx a (mem_insert_self a s)
    obtain ⟨w, hw⟩ : ∃ w : ι → ℝ, ∀ i, w i = v i * ((x i - x a) / (x i + x a)) :=
      ⟨_, fun _ => rfl⟩
    have hwa : w a = 0 := by rw [hw]; simp
    -- eliminating the point `a` leaves a square and the same form with new weights
    have key : ∑ i ∈ insert a s, ∑ j ∈ insert a s, v i * v j / (x i + x j) =
        2 * x a * (∑ i ∈ insert a s, v i / (x i + x a)) ^ 2 +
          ∑ i ∈ s, ∑ j ∈ s, w i * w j / (x i + x j) := by
      have h1 : ∑ i ∈ s, ∑ j ∈ s, w i * w j / (x i + x j) =
          ∑ i ∈ insert a s, ∑ j ∈ insert a s, w i * w j / (x i + x j) := by
        simp [Finset.sum_insert has, hwa]
      rw [h1, sq, Finset.sum_mul_sum, Finset.mul_sum, ← Finset.sum_add_distrib]
      refine Finset.sum_congr rfl fun i hi => ?_
      rw [Finset.mul_sum, ← Finset.sum_add_distrib]
      refine Finset.sum_congr rfl fun j hj => ?_
      have hij : x i + x j ≠ 0 := (add_pos (hx i hi) (hx j hj)).ne'
      have hia : x i + x a ≠ 0 := (add_pos (hx i hi) ha).ne'
      have hja : x j + x a ≠ 0 := (add_pos (hx j hj) ha).ne'
      rw [hw i, hw j]
      field_simp
      ring
    obtain ⟨h0, hz⟩ := ih (fun i hi => hx i (mem_insert_of_mem hi))
      (hinj.mono (Finset.coe_subset.2 (Finset.subset_insert a s))) w
    have hsq : 0 ≤ 2 * x a * (∑ i ∈ insert a s, v i / (x i + x a)) ^ 2 := by positivity
    rw [key]
    refine ⟨add_nonneg hsq h0, fun h => ?_⟩
    have hs : ∀ i ∈ s, v i = 0 := by
      intro i hi
      have h2 := hz (by linarith) i hi
      rw [hw] at h2
      have hne : x i ≠ x a := fun e => has
        (hinj (Finset.mem_coe.2 (mem_insert_of_mem hi))
          (Finset.mem_coe.2 (mem_insert_self a s)) e ▸ hi)
      have hp : 0 < x i + x a := add_pos (hx i (mem_insert_of_mem hi)) ha
      exact (mul_eq_zero.1 h2).resolve_right (div_ne_zero (sub_ne_zero.2 hne) hp.ne')
    have h4 : 2 * x a * (∑ i ∈ insert a s, v i / (x i + x a)) ^ 2 = 0 := by linarith
    have h5 : ∑ i ∈ s, v i / (x i + x a) = 0 :=
      Finset.sum_eq_zero fun i hi => by rw [hs i hi, zero_div]
    rw [Finset.sum_insert has, h5, add_zero] at h4
    have hva : v a = 0 := by
      by_contra hv
      have hv' : v a ≠ 0 := hv
      have : 0 < 2 * x a * (v a / (x a + x a)) ^ 2 := by positivity
      linarith
    intro i hi
    rcases mem_insert.1 hi with h6 | h6
    · rw [h6]; exact hva
    · exact hs i h6

/-- For distinct positive wave numbers `q_i`, the matrix `1 / (q_i² q_j² (q_i² + q_j²))` is
positive definite. -/
theorem kernelShape_posDef {ι : Type*} [Fintype ι] (q : ι → ℝ) (hq : ∀ i, 0 < q i)
    (hinj : Function.Injective q) :
    (Matrix.of fun i j => kernelShape (q i) (q j)).PosDef := by
  classical
  rw [Matrix.posDef_iff_dotProduct_mulVec]
  constructor
  · refine Matrix.IsHermitian.ext fun i j => ?_
    simp only [Matrix.of_apply, star_trivial, kernelShape]
    congr 1
    ring
  · intro v hv
    obtain ⟨h0, hz⟩ := cauchy_form (fun i => q i ^ 2) Finset.univ
      (fun i _ => pow_pos (hq i) 2)
      (fun i _ j _ h => hinj ((pow_left_inj₀ (hq i).le (hq j).le two_ne_zero).1 h))
      (fun i => v i / q i ^ 2)
    -- the factors `1 / q²` are absorbed in the weights
    have e : star v ⬝ᵥ (Matrix.of fun i j => kernelShape (q i) (q j)).mulVec v =
        ∑ i, ∑ j, (v i / q i ^ 2) * (v j / q j ^ 2) / (q i ^ 2 + q j ^ 2) := by
      simp only [dotProduct, Matrix.mulVec, Matrix.of_apply, Finset.mul_sum, Pi.star_apply,
        star_trivial]
      refine Finset.sum_congr rfl fun i _ => Finset.sum_congr rfl fun j _ => ?_
      simp only [kernelShape, one_div, mul_inv]
      ring
    rw [e]
    refine lt_of_le_of_ne h0 fun h => hv ?_
    funext i
    have h1 : v i / q i ^ 2 = 0 := hz h.symm i (Finset.mem_univ i)
    exact (div_eq_zero_iff.1 h1).resolve_right (pow_pos (hq i) 2).ne'

/-- With fewer functions than points, some nonzero weights on the points annihilate every
function. -/
theorem exists_annihilating_weights {α ι : Type*} [Fintype α] [Fintype ι]
    (hcard : Fintype.card α < Fintype.card ι) (P : α → ι → ℝ) :
    ∃ v : ι → ℝ, v ≠ 0 ∧ ∀ a, ∑ i, P a i * v i = 0 := by
  by_contra h
  have hinj : Function.Injective (Matrix.mulVecLin (Matrix.of P)) :=
    (injective_iff_map_eq_zero _).2 fun v hv =>
      by_contra fun hne => h ⟨v, hne, fun a => congrFun hv a⟩
  have h1 := LinearMap.finrank_le_finrank_of_injective hinj
  simp only [Module.finrank_fintype_fun_eq_card] at h1
  omega

/-- On distinct positive wave numbers that outnumber the functions `p_a`, every separable form
differs from the asymptotic vdW-DF kernel (`C ≠ 0`, `r > 0`) at some pair. -/
theorem separable_never_exact {α ι : Type*} [Fintype α] [Fintype ι]
    (hcard : Fintype.card α < Fintype.card ι) (c : α → α → ℝ) (p : α → ℝ → ℝ)
    (q : ι → ℝ) (hq : ∀ i, 0 < q i) (hinj : Function.Injective q)
    {C r : ℝ} (hC : C ≠ 0) (hr : 0 < r) :
    ∃ i j, asymptoticKernel C r (q i) (q j) ≠ separable c p (q i) (q j) := by
  by_contra h
  have h' : ∀ i j, asymptoticKernel C r (q i) (q j) = separable c p (q i) (q j) :=
    fun i j => by_contra fun hn => h ⟨i, j, hn⟩
  obtain ⟨v, hv, hker⟩ := exists_annihilating_weights hcard fun a i => p a (q i)
  have hpos := ((Matrix.posDef_iff_dotProduct_mulVec).1 (kernelShape_posDef q hq hinj)).2 hv
  -- the weights annihilate each row of the separable form, hence of the kernel
  have hrow : ∀ i, ∑ j, kernelShape (q i) (q j) * v j = 0 := by
    intro i
    have h1 : ∑ j, separable c p (q i) (q j) * v j = 0 := by
      simp only [separable, Finset.sum_mul]
      rw [Finset.sum_comm]
      refine Finset.sum_eq_zero fun a _ => ?_
      rw [Finset.sum_comm]
      refine Finset.sum_eq_zero fun b _ => ?_
      simp only [mul_assoc]
      rw [← Finset.mul_sum, ← Finset.mul_sum, hker b, mul_zero, mul_zero]
    simp only [← h', asymptoticKernel_eq, mul_assoc] at h1
    rw [← Finset.mul_sum] at h1
    exact (mul_eq_zero.1 h1).resolve_left
      (div_ne_zero (neg_ne_zero.2 hC) (pow_ne_zero 6 hr.ne'))
  have hzero : (Matrix.of fun i j => kernelShape (q i) (q j)).mulVec v = 0 :=
    funext hrow
  rw [hzero, dotProduct_zero] at hpos
  exact lt_irrefl _ hpos

/-- In every nonempty open interval of positive wave numbers, a separable form with finitely many
functions differs from the asymptotic kernel (`C ≠ 0`, `r > 0`) at some pair. -/
theorem separable_fails_in_interval {α : Type*} [Fintype α] (c : α → α → ℝ) (p : α → ℝ → ℝ)
    {C r l u : ℝ} (hC : C ≠ 0) (hr : 0 < r) (hl : 0 ≤ l) (hlu : l < u) :
    ∃ q ∈ Set.Ioo l u, ∃ q' ∈ Set.Ioo l u,
      asymptoticKernel C r q q' ≠ separable c p q q' := by
  let f := (Set.Ioo_infinite hlu).natEmbedding
  obtain ⟨i, j, hij⟩ := separable_never_exact (ι := Fin (Fintype.card α + 1)) (by simp) c p
    (fun i => (f i : ℝ)) (fun i => lt_of_le_of_lt hl (f i).2.1)
    (fun i j h => Fin.ext (f.injective (Subtype.ext h))) hC hr
  exact ⟨_, (f i).2, _, (f j).2, hij⟩

/-- Nodal interpolation, with `p_a(q_b) = δ_ab` and tabulated kernel values as coefficients,
reproduces the asymptotic kernel at all pairs of mesh points. -/
theorem nodal_exact_on_mesh {α : Type*} [Fintype α] [DecidableEq α] (mesh : α → ℝ)
    (p : α → ℝ → ℝ) (hp : ∀ a b, p a (mesh b) = if a = b then 1 else 0) (C r : ℝ) (a b : α) :
    separable (fun a b => asymptoticKernel C r (mesh a) (mesh b)) p (mesh a) (mesh b) =
      asymptoticKernel C r (mesh a) (mesh b) := by
  simp [separable, hp]

/-- For nodal interpolation on a positive mesh (`C ≠ 0`, `r > 0`), every positive `q` off the mesh
has a partner, `q` itself or a mesh point, at which the interpolated kernel is wrong. -/
theorem nodal_fails_off_mesh {α : Type*} [Fintype α] [DecidableEq α] (mesh : α → ℝ)
    (hmesh : ∀ a, 0 < mesh a) (p : α → ℝ → ℝ)
    (hp : ∀ a b, p a (mesh b) = if a = b then 1 else 0)
    {C r q : ℝ} (hC : C ≠ 0) (hr : 0 < r) (hq : 0 < q) (hoff : ∀ a, mesh a ≠ q) :
    ∃ q' ∈ insert q (Set.range mesh), asymptoticKernel C r q q' ≠
      separable (fun a b => asymptoticKernel C r (mesh a) (mesh b)) p q q' := by
  have hinj : Function.Injective mesh := by
    intro a b h
    by_contra hne
    have h1 := hp a b
    rw [← h, hp a a] at h1
    simp [hne] at h1
  have hsymm : ∀ x y, separable (fun a b => asymptoticKernel C r (mesh a) (mesh b)) p x y =
      separable (fun a b => asymptoticKernel C r (mesh a) (mesh b)) p y x := by
    intro x y
    simp only [separable]
    rw [Finset.sum_comm]
    refine Finset.sum_congr rfl fun a _ => Finset.sum_congr rfl fun b _ => ?_
    rw [asymptoticKernel_symm C r (mesh b) (mesh a)]
    ring
  -- add `q` to the mesh: one point more than there are functions
  obtain ⟨i, j, hij⟩ := separable_never_exact (ι := Option α) (by simp)
    (fun a b => asymptoticKernel C r (mesh a) (mesh b)) p (fun o => o.elim q mesh)
    (by rintro (_ | a); exacts [hq, hmesh a])
    (by
      rintro (_ | a) (_ | b) h
      · rfl
      · exact absurd h.symm (hoff b)
      · exact absurd h (hoff a)
      · exact congrArg some (hinj h)) hC hr
  rcases i with _ | a <;> rcases j with _ | b
  · exact ⟨q, Set.mem_insert _ _, hij⟩
  · exact ⟨mesh b, Set.mem_insert_of_mem _ ⟨b, rfl⟩, hij⟩
  · refine ⟨mesh a, Set.mem_insert_of_mem _ ⟨a, rfl⟩, fun h => hij ?_⟩
    exact (asymptoticKernel_symm C r (mesh a) q).trans (h.trans (hsymm q (mesh a)))
  · exact absurd (nodal_exact_on_mesh mesh p hp C r a b).symm hij

/-- The linear functions `2 - q` and `q - 1` satisfy the nodal condition on the mesh `1, 2`. -/
theorem nodal_witness (a b : Fin 2) :
    (![fun q => 2 - q, fun q => q - 1] : Fin 2 → ℝ → ℝ) a ((![1, 2] : Fin 2 → ℝ) b) =
      if a = b then 1 else 0 := by
  fin_cases a <;> fin_cases b <;> norm_num

end

end VdWKernelInterpolation
```

```lean
#print axioms VdWKernelInterpolation.separable_fails_in_interval
#print axioms VdWKernelInterpolation.nodal_fails_off_mesh
```

```
'VdWKernelInterpolation.separable_fails_in_interval' depends on axioms: [propext, Classical.choice, Quot.sound]
'VdWKernelInterpolation.nodal_fails_off_mesh' depends on axioms: [propext, Classical.choice, Quot.sound]
```

## From the elimination identity to the mesh

`cauchy_form` carries out the induction. Its `key` is the elimination identity, checked termwise by `field_simp` and `ring`. `kernelShape_posDef` adds symmetry and the rescaling by 1/q².

`exists_annihilating_weights` obtains v by dimension counting: otherwise an injective linear map would lead into a space of smaller dimension. In `separable_never_exact`, `hrow` is the vanishing row sum, and `asymptoticKernel_eq` supplies the factor −C/r⁶.

`separable_fails_in_interval` picks one point more than there are functions inside any nonempty open interval of positive wave numbers, so a mismatch occurs there too.

For nodal functions, p_a(q_b) = δ_ab, with tabulated kernel values as coefficients, the double sum collapses to the tabulated value. This is `nodal_exact_on_mesh`; `nodal_witness` gives the example 2 − q and q − 1 on the mesh 1, 2. Equal numbers of points and functions therefore do not force a mismatch.

`nodal_fails_off_mesh` adds a positive off-mesh q to a positive mesh, using `Option α` for the enlarged label set. Some pair must now fail, and it cannot consist of two mesh points. By symmetry (`asymptoticKernel_symm` and `hsymm`), q can be placed first, with a partner that is either q itself or a mesh point.
